# For even N, the acyclic reference energy of a neutral N-site Hückel ring is Nα + 2β/sin(π/(2N))

Take a neutral ring of $N$ equivalent carbon $p$ orbitals, with $N\ge 4$ even, in Hückel theory. Its π energy, counted from $N\alpha$ in units of $\beta$, is $4/\sin(\pi/N)$ for $N=4n+2$ and $4\cos(\pi/N)/\sin(\pi/N)$ for $N=4n$. To estimate how much of this is due to the ring closure, one can subtract the energy of an "acyclic" reference, whose levels are the roots of the matching polynomial. The difference is the topological resonance energy.

I have seen it said that the reference levels are $2\cos\frac{(2k+1)\pi}{2N}$, that they give the energy $2/\sin\frac{\pi}{2N}$, and that this lies strictly between the two ring expressions for every even $N$. That would make $4n+2$ rings stabilised and $4n$ rings destabilised relative to the reference. Can this be made rigorous, with the levels derived from the polynomial, and checked by machine?

## From the matching polynomial to the energy

Yes. Write a level as $\alpha+x\beta$. A matching is a set of bonds no two of which share a site. The matching polynomial of a system of $n$ sites is the sum of $(-1)^k x^{n-2k}$ over its matchings, where $k$ is the number of bonds in the matching. For open chains of $n$ sites these polynomials $P_n$ obey

$$P_0=1,\qquad P_1=x,\qquad P_{n+2}=xP_{n+1}-P_n .$$

In a ring of $N$ sites, pick one bond. If it is unused in a matching, an $N$-chain remains; if it is used, an $(N-2)$-chain remains. Each used bond contributes a factor $-1$, so the ring polynomial is $M_N=P_N-P_{N-2}$.

**Levels.** Set $x=2\cos\theta$. Then $M_2=x^2-2=2\cos2\theta$ and $M_3=x^3-3x=2\cos3\theta$. Both $M_N$ and $2\cos N\theta$ satisfy $f_{N+2}=2\cos\theta\,f_{N+1}-f_N$, so for all $N\ge2$

$$M_N(2\cos\theta)=2\cos N\theta .$$

This vanishes at $\theta_k=(2k+1)\pi/(2N)$, $k=0,\dots,N-1$. These angles are distinct and lie in $[0,\pi]$, where the cosine is injective, so the numbers $x_k=2\cos\theta_k$ are $N$ distinct roots. Since $M_N$ is nonzero and has degree at most $N$, there are no others, and each is simple.

**Sum.** Let $b=\pi/(2N)$, and let $c$ be any real number. From $2\sin b\cos(c+(2j+1)b)=\sin(c+(2j+2)b)-\sin(c+2jb)$, summation over $j=0,\dots,m-1$ gives

$$\sin b\sum_{j=0}^{m-1}2\cos(c+(2j+1)b)=\sin(c+2mb)-\sin c .$$

Write $N=m+r$ with $r=m$ or $r=m+1$. The first $m$ levels are nonnegative and the other $r$ are nonpositive. With $2Nb=\pi$, the energy $E=\sum_k|x_k|$ satisfies

$$\sin b\;E=\sin(2mb)-\bigl[\sin\pi-\sin(2mb)\bigr]=2\sin(2mb).$$

For even $N$, $2mb=\pi/2$ and $E=2/\sin b$. For odd $N\ge3$, $2mb=\pi/2-b$ and $E=2\cos b/\sin b$.

**Bounds.** Let $s=\sin b>0$ and, from here on, $c=\cos b$, with $0<c<1$. Since $\pi/N=2b$, the upper bound reads $2/s<2/(sc)$, which is $c<1$. The lower bound reads $2(2c^2-1)/(sc)<2/s$, that is $2c^2-1<c$, or $(1-c)(1+2c)>0$.

## What the theorems say

`chainMatching` is the sequence $P_n$ of real polynomials, `ringMatching N` is $M_N$, and `referenceLevel N k` is $x_k$. `referenceEnergy N` is defined as the sum of $|x|$ over the real roots of $M_N$, counted with multiplicity. The cosines do not enter this definition; `ringMatching_roots` derives them, and `referenceEnergy_eq_sum` turns the energy into the explicit sum.

The main theorem, `referenceEnergy_even`, assumes `2 ≤ N` and `Even N`, and states the closed form and both strict inequalities. `referenceEnergy_eq_occupied` gives the absolute values their physical meaning: for $N=2m$ sites, the same number results from placing two electrons in each of the levels $x_0,\dots,x_{m-1}$, which are the bonding ones because $\beta<0$. `referenceEnergy_odd` treats odd $N\ge3$.

The model is non-interacting, with one $\alpha$, one $\beta$ and no overlap, so bond alternation and heteroatoms are absent. The matching polynomial enters through its recurrence and not through a count of matchings in a graph. The two Hückel ring energies in your question are taken as known: the file compares the reference with these expressions and does not diagonalise the ring. Granted them, the signs of the topological resonance energy are as you describe, within this equal-bond model.

In Lean 4 with Mathlib:

```lean
import Mathlib

open Polynomial Finset
open scoped Real

namespace AcyclicReferenceEnergy

noncomputable section

/-- Matching polynomial of an open chain of `n` sites, given by its three-term recurrence. -/
def chainMatching : ℕ → ℝ[X]
  | 0 => 1
  | 1 => X
  | n + 2 => X * chainMatching (n + 1) - chainMatching n

/-- Matching polynomial of a ring of `N ≥ 2` sites: a given bond is either unused, which leaves the
`N`-chain, or used, which leaves the `(N-2)`-chain. -/
def ringMatching (N : ℕ) : ℝ[X] := chainMatching N - chainMatching (N - 2)

/-- Acyclic reference energy of the ring, counted from `Nα` in units of `β`: the sum of the absolute
values of the roots of the matching polynomial. -/
def referenceEnergy (N : ℕ) : ℝ := ((ringMatching N).roots.map fun x => |x|).sum

/-- The level `2 cos((2k+1)π/(2N))`. -/
def referenceLevel (N k : ℕ) : ℝ := 2 * Real.cos ((2 * k + 1) * π / (2 * N))

/-- At `x = 2 cos θ` the matching polynomial of the `N`-ring equals `2 cos(Nθ)`. -/
theorem ringMatching_eval {N : ℕ} (hN : 2 ≤ N) (θ : ℝ) :
    (ringMatching N).eval (2 * Real.cos θ) = 2 * Real.cos (N * θ) := by
  -- by the addition theorem, `2 cos(nθ)` obeys the same recurrence as the chain polynomials
  have key : ∀ e : ℕ → ℝ, e 0 = 1 → e 1 = 2 * Real.cos θ →
      (∀ n, e (n + 2) = 2 * Real.cos θ * e (n + 1) - e n) → ∀ n : ℕ,
      e (n + 2) - e n = 2 * Real.cos (((n : ℝ) + 2) * θ) ∧
      e (n + 3) - e (n + 1) = 2 * Real.cos (((n : ℝ) + 3) * θ) := by
    intro e h0 h1 hr n
    induction n with
    | zero =>
      have h2 : e 2 = 2 * Real.cos θ * e 1 - e 0 := hr 0
      have h3 : e 3 = 2 * Real.cos θ * e 2 - e 1 := hr 1
      have c2 : (((0 : ℕ) : ℝ) + 2) * θ = 2 * θ := by simp
      have c3 : (((0 : ℕ) : ℝ) + 3) * θ = 3 * θ := by simp
      rw [c2, c3, Real.cos_two_mul, Real.cos_three_mul]
      constructor
      · show e 2 - e 0 = _
        rw [h2, h1, h0]; ring
      · show e 3 - e 1 = _
        rw [h3, h2, h1, h0]; ring
    | succ n ih =>
      obtain ⟨i1, i2⟩ := ih
      have c1 : (((n + 1 : ℕ) : ℝ) + 2) * θ = ((n : ℝ) + 3) * θ := by push_cast; ring
      have c2 : (((n + 1 : ℕ) : ℝ) + 3) * θ = ((n : ℝ) + 3) * θ + θ := by push_cast; ring
      have c3 : ((n : ℝ) + 2) * θ = ((n : ℝ) + 3) * θ - θ := by ring
      rw [c1, c2]
      refine ⟨i2, ?_⟩
      rw [c3, Real.cos_sub] at i1
      rw [Real.cos_add]
      have a : e (n + 4) = 2 * Real.cos θ * e (n + 3) - e (n + 2) := hr (n + 2)
      have b := hr n
      show e (n + 4) - e (n + 2) = _
      linear_combination a - b + 2 * Real.cos θ * i2 - i1
  obtain ⟨n, rfl⟩ := Nat.exists_eq_add_of_le' hN
  have h := (key (fun n => (chainMatching n).eval (2 * Real.cos θ)) (by simp [chainMatching])
    (by simp [chainMatching]) (fun n => by simp [chainMatching]) n).1
  rw [ringMatching, Nat.add_sub_cancel, eval_sub]
  push_cast
  exact h

/-- The roots of the matching polynomial of the `N`-ring, with multiplicity, are the levels
`2 cos((2k+1)π/(2N))` with `k = 0, …, N-1`. -/
theorem ringMatching_roots {N : ℕ} (hN : 2 ≤ N) :
    (ringMatching N).roots = (Multiset.range N).map (referenceLevel N) := by
  have hN0 : (0 : ℝ) < N := by exact_mod_cast (by omega : 0 < N)
  have hdeg : ∀ n, (chainMatching n).natDegree ≤ n ∧
      (chainMatching (n + 1)).natDegree ≤ n + 1 := by
    intro n
    induction n with
    | zero => simp [chainMatching]
    | succ n ih =>
      refine ⟨ih.2, ?_⟩
      show (chainMatching (n + 2)).natDegree ≤ n + 2
      rw [chainMatching]
      refine (natDegree_sub_le _ _).trans (max_le (natDegree_mul_le.trans ?_) ?_)
      · rw [natDegree_X]; omega
      · omega
  have hd : (ringMatching N).natDegree ≤ N :=
    (natDegree_sub_le _ _).trans (max_le (hdeg N).1 ((hdeg (N - 2)).1.trans (Nat.sub_le _ _)))
  have hne : ringMatching N ≠ 0 := by
    intro h
    have := ringMatching_eval hN 0
    simp [h] at this
  -- the levels are distinct because the cosine is injective on [0, π]
  have hmem : ∀ k ∈ Multiset.range N,
      (2 * (k : ℝ) + 1) * π / (2 * N) ∈ Set.Icc 0 π := by
    intro k hk
    have h1 : (k : ℝ) + 1 ≤ N := by exact_mod_cast Multiset.mem_range.1 hk
    have h2 : 2 * (k : ℝ) + 1 ≤ 2 * N := by linarith
    refine ⟨by positivity, ?_⟩
    rw [div_le_iff₀ (by positivity)]
    nlinarith [mul_le_mul_of_nonneg_right h2 Real.pi_pos.le]
  have nd : ((Multiset.range N).map (referenceLevel N)).Nodup := by
    refine Multiset.Nodup.map_on ?_ (Multiset.nodup_range N)
    intro i hi j hj h
    have h1 := Real.injOn_cos (hmem i hi) (hmem j hj)
      (mul_left_cancel₀ (two_ne_zero : (2 : ℝ) ≠ 0) h)
    have h2 := (div_left_inj' (by positivity : (2 * (N : ℝ)) ≠ 0)).1 h1
    have h3 := mul_right_cancel₀ Real.pi_ne_zero h2
    exact_mod_cast (by linarith : (i : ℝ) = j)
  symm
  -- N distinct roots exhaust a polynomial of degree at most N
  refine Multiset.eq_of_le_of_card_le ((Multiset.le_iff_subset nd).2 ?_) ?_
  · intro x hx
    obtain ⟨k, -, rfl⟩ := Multiset.mem_map.1 hx
    have hc : Real.cos (N * ((2 * (k : ℝ) + 1) * π / (2 * N))) = 0 :=
      Real.cos_eq_zero_iff.2 ⟨k, by push_cast; field_simp⟩
    rw [mem_roots hne, IsRoot.def, referenceLevel, ringMatching_eval hN, hc, mul_zero]
  · rw [Multiset.card_map, Multiset.card_range]
    exact (card_roots' _).trans hd

/-- The reference energy is the sum of `|2 cos((2k+1)π/(2N))|` over `k = 0, …, N-1`. -/
theorem referenceEnergy_eq_sum {N : ℕ} (hN : 2 ≤ N) :
    referenceEnergy N = ∑ k ∈ range N, |2 * Real.cos ((2 * k + 1) * π / (2 * N))| := by
  rw [referenceEnergy, ringMatching_roots hN, Multiset.map_map]
  rfl

/-- Telescoping sum of cosines at `m` angles with spacing `2b`. -/
theorem sin_mul_sum_cos (b c : ℝ) (m : ℕ) :
    Real.sin b * ∑ j ∈ range m, 2 * Real.cos (c + (2 * j + 1) * b)
      = Real.sin (c + 2 * m * b) - Real.sin c := by
  induction m with
  | zero => simp
  | succ m ih =>
    have h1 : c + 2 * ((m + 1 : ℕ) : ℝ) * b = (c + (2 * m + 1) * b) + b := by push_cast; ring
    have h2 : c + 2 * (m : ℝ) * b = (c + (2 * m + 1) * b) - b := by ring
    rw [sum_range_succ, mul_add, ih, h1, h2, Real.sin_add, Real.sin_sub]
    ring

/-- For a ring of `m + r` sites with `r = m` or `r = m + 1`, the reference energy times
`sin b` is `2 sin(2mb)`, where `b = π/(2(m+r))`. -/
theorem sin_mul_referenceEnergy {m r : ℕ} (h1 : m ≤ r) (h2 : r ≤ m + 1) (h : 2 ≤ m + r) :
    Real.sin (π / (2 * ((m + r : ℕ) : ℝ))) * referenceEnergy (m + r)
      = 2 * Real.sin (2 * m * (π / (2 * ((m + r : ℕ) : ℝ)))) := by
  rw [referenceEnergy_eq_sum h]
  have hpos : (0 : ℝ) < ((m + r : ℕ) : ℝ) := by exact_mod_cast (by omega : 0 < m + r)
  obtain ⟨b, hb⟩ : ∃ b, b = π / (2 * ((m + r : ℕ) : ℝ)) := ⟨_, rfl⟩
  have hb0 : 0 < b := by rw [hb]; exact div_pos Real.pi_pos (by linarith)
  have hNb : 2 * ((m : ℝ) + r) * b = π := by
    have : b * (2 * ((m + r : ℕ) : ℝ)) = π := by
      rw [hb]; exact div_mul_cancel₀ _ (by linarith : (0 : ℝ) < 2 * ((m + r : ℕ) : ℝ)).ne'
    push_cast at this
    linarith
  simp only [mul_div_assoc]
  rw [← hb, Finset.sum_range_add]
  -- the first m levels are bonding, the other r are not
  have A : ∑ k ∈ range m, |2 * Real.cos ((2 * (k : ℝ) + 1) * b)|
      = ∑ k ∈ range m, 2 * Real.cos (0 + (2 * (k : ℝ) + 1) * b) := by
    refine sum_congr rfl fun k hk => ?_
    have hk' : 2 * (k : ℝ) + 1 ≤ m + r := by
      have := mem_range.1 hk
      exact_mod_cast (by omega : 2 * k + 1 ≤ m + r)
    have hx := mul_le_mul_of_nonneg_right hk' hb0.le
    have hx0 : 0 ≤ (2 * (k : ℝ) + 1) * b := by positivity
    have := Real.cos_nonneg_of_neg_pi_div_two_le_of_le
      (by linarith [Real.pi_pos] : -(π / 2) ≤ (2 * (k : ℝ) + 1) * b) (by linarith)
    rw [zero_add, abs_of_nonneg (by linarith)]
  have B : ∑ j ∈ range r, |2 * Real.cos ((2 * ((m + j : ℕ) : ℝ) + 1) * b)|
      = -∑ j ∈ range r, 2 * Real.cos (2 * m * b + (2 * (j : ℝ) + 1) * b) := by
    rw [← sum_neg_distrib]
    refine sum_congr rfl fun j hj => ?_
    have e : (2 * ((m + j : ℕ) : ℝ) + 1) * b = 2 * m * b + (2 * (j : ℝ) + 1) * b := by
      push_cast; ring
    have l1 : (m : ℝ) + r ≤ 2 * m + 2 * j + 1 := by
      exact_mod_cast (by omega : m + r ≤ 2 * m + 2 * j + 1)
    have l2 : 2 * (m : ℝ) + 2 * j + 1 ≤ 2 * (m + r) := by
      have := mem_range.1 hj
      exact_mod_cast (by omega : 2 * m + 2 * j + 1 ≤ 2 * (m + r))
    have x1 := mul_le_mul_of_nonneg_right l1 hb0.le
    have x2 := mul_le_mul_of_nonneg_right l2 hb0.le
    have := Real.cos_nonpos_of_pi_div_two_le_of_le
      (by linarith : π / 2 ≤ 2 * m * b + (2 * (j : ℝ) + 1) * b) (by linarith [Real.pi_pos])
    rw [e, abs_of_nonpos (by linarith)]
  have e : 2 * (m : ℝ) * b + 2 * r * b = π := by linarith
  rw [A, B, mul_add, mul_neg, sin_mul_sum_cos, sin_mul_sum_cos, e, Real.sin_pi, Real.sin_zero,
    zero_add]
  ring

/-- For `N ≥ 2` the angle `π/(2N)` has positive sine and a cosine strictly between 0 and 1. -/
theorem angle_bounds {N : ℕ} (hN : 2 ≤ N) : 0 < Real.sin (π / (2 * N)) ∧
    0 < Real.cos (π / (2 * N)) ∧ Real.cos (π / (2 * N)) < 1 := by
  have h2 : (2 : ℝ) ≤ N := by exact_mod_cast hN
  have hp := Real.pi_pos
  have h0 : 0 < π / (2 * N) := by positivity
  have h1 : π / (2 * N) < π / 2 := by
    rw [div_lt_div_iff₀ (by positivity) two_pos]
    nlinarith
  have hs := Real.sin_pos_of_pos_of_lt_pi h0 (by linarith)
  have hc := Real.cos_pos_of_mem_Ioo ⟨by linarith, h1⟩
  exact ⟨hs, hc, by nlinarith [Real.sin_sq_add_cos_sq (π / (2 * N))]⟩

/-- For even `N ≥ 2` the acyclic reference energy is `2/sin(π/(2N))`, and it lies strictly between
`4 cos(π/N)/sin(π/N)` and `4/sin(π/N)`. -/
theorem referenceEnergy_even {N : ℕ} (hN : 2 ≤ N) (he : Even N) :
    referenceEnergy N = 2 / Real.sin (π / (2 * N)) ∧
    4 * Real.cos (π / N) / Real.sin (π / N) < referenceEnergy N ∧
    referenceEnergy N < 4 / Real.sin (π / N) := by
  obtain ⟨hs, hc, hc1⟩ := angle_bounds hN
  have hN0 : (0 : ℝ) < N := by exact_mod_cast (by omega : 0 < N)
  have E : referenceEnergy N = 2 / Real.sin (π / (2 * N)) := by
    obtain ⟨m, rfl⟩ := he
    have h := sin_mul_referenceEnergy (le_refl m) (Nat.le_succ m) hN
    have hm : (m : ℝ) ≠ 0 := by exact_mod_cast (by omega : m ≠ 0)
    have a : 2 * (m : ℝ) * (π / (2 * ((m + m : ℕ) : ℝ))) = π / 2 := by
      rw [show ((m + m : ℕ) : ℝ) = 2 * m by push_cast; ring]
      field_simp
      try ring
    rw [a, Real.sin_pi_div_two] at h
    rw [eq_div_iff hs.ne']
    linarith
  have hd : π / (N : ℝ) = 2 * (π / (2 * N)) := by field_simp
  have hsc := mul_pos (mul_pos two_pos hs) hc
  refine ⟨E, ?_, ?_⟩
  · -- reduces to (1 - c)(1 + 2c) > 0
    rw [E, hd, Real.sin_two_mul, Real.cos_two_mul, div_lt_div_iff₀ hsc hs]
    nlinarith [mul_pos hs (mul_pos (sub_pos.2 hc1)
      (by linarith : 0 < 1 + 2 * Real.cos (π / (2 * N))))]
  · rw [E, hd, Real.sin_two_mul, div_lt_div_iff₀ hs hsc]
    nlinarith [mul_pos hs (sub_pos.2 hc1)]

/-- For a ring of `2m` sites the reference energy is that of two electrons in each of the `m`
levels `2 cos((2k+1)π/(4m))` with `k < m`. -/
theorem referenceEnergy_eq_occupied {m : ℕ} (hm : 1 ≤ m) :
    referenceEnergy (2 * m) = 2 * ∑ k ∈ range m, referenceLevel (2 * m) k := by
  have hN : 2 ≤ 2 * m := by omega
  have h := sin_mul_referenceEnergy (le_refl m) (Nat.le_succ m) (by omega)
  rw [← two_mul] at h
  have t := sin_mul_sum_cos (π / (2 * ((2 * m : ℕ) : ℝ))) 0 m
  simp only [zero_add, Real.sin_zero, sub_zero] at t
  apply mul_left_cancel₀ (angle_bounds hN).1.ne'
  simp only [referenceLevel, mul_div_assoc]
  rw [h, ← t]
  ring

/-- For odd `N ≥ 3` the acyclic reference energy is `2 cos(π/(2N))/sin(π/(2N))`. -/
theorem referenceEnergy_odd {N : ℕ} (hN : 3 ≤ N) (ho : Odd N) :
    referenceEnergy N = 2 * Real.cos (π / (2 * N)) / Real.sin (π / (2 * N)) := by
  have hs := (angle_bounds (by omega : 2 ≤ N)).1
  obtain ⟨m, rfl⟩ := ho
  have h := sin_mul_referenceEnergy (Nat.le_succ m) (le_refl (m + 1)) (by omega)
  rw [show m + (m + 1) = 2 * m + 1 by ring] at h
  have a : 2 * (m : ℝ) * (π / (2 * ((2 * m + 1 : ℕ) : ℝ)))
      = π / 2 - π / (2 * ((2 * m + 1 : ℕ) : ℝ)) := by
    have : (2 * (m : ℝ) + 1) ≠ 0 := by positivity
    push_cast
    field_simp
    try ring
  rw [a, Real.sin_pi_div_two_sub] at h
  rw [eq_div_iff hs.ne']
  linarith

end

end AcyclicReferenceEnergy
```

```lean
#print axioms AcyclicReferenceEnergy.referenceEnergy_even
-- 'AcyclicReferenceEnergy.referenceEnergy_even' depends on axioms: [propext, Classical.choice, Quot.sound]
#print axioms AcyclicReferenceEnergy.referenceEnergy_eq_occupied
-- 'AcyclicReferenceEnergy.referenceEnergy_eq_occupied' depends on axioms: [propext, Classical.choice, Quot.sound]
#print axioms AcyclicReferenceEnergy.referenceEnergy_odd
-- 'AcyclicReferenceEnergy.referenceEnergy_odd' depends on axioms: [propext, Classical.choice, Quot.sound]
```

## How the proof follows the derivation

`ringMatching_eval` proves $M_N(2\cos\theta)=2\cos N\theta$. Its inner statement `key` concerns any sequence `e` with the chain's starting values and recurrence. The induction carries two consecutive cases at once, because the recurrence reaches back two steps, and `linear_combination` combines the recurrence with the addition formulas.

`ringMatching_roots` collects the facts used to identify the roots: `hdeg` and `hd` bound the degree, `hne` shows that the polynomial is nonzero by evaluating it at $\theta=0$, and `nd` shows that the levels are distinct. The final step, `Multiset.eq_of_le_of_card_le`, says that a collection of roots at least as large as the full one must be all of it.

`sin_mul_sum_cos` is the telescoping identity, by induction on the number of terms. `sin_mul_referenceEnergy` splits the sum after $m$ terms; `A` and `B` remove the absolute values on the two parts, and the identity is applied to each. Both parities follow by evaluating $\sin(2mb)$, and the double-filling formula by comparing the total with the sum over the first $m$ levels.

For the bounds, `angle_bounds` supplies $s>0$ and $0<c<1$. The double-angle formulas and `div_lt_div_iff₀` clear the denominators, and `nlinarith` finishes from the products $s(1-c)(1+2c)>0$ and $s(1-c)>0$.

## Two, three and four sites

The theorem already holds at $N=2$, a formal ring whose two sites are joined by two bonds: the roots of $x^2-2$ give $2\sqrt2$, between $0$ and $4$. The smallest even ring proper is $N=4$, with $M_4=x^4-4x^2+2$ and $E=2/\sin(\pi/8)\approx5.23$, between $4$ and $4\sqrt2\approx5.66$.

Without evenness the closed form fails at $N=3$. The roots of $x^3-3x$ are $0$ and $\pm\sqrt3$, so the energy is $2\sqrt3\approx3.46$, whereas $2/\sin(\pi/6)=4$.
